# An exponential bound on the in-plane Fourier components of an orbital's density in vacuum

The theorem `component_bound` concerns a single orbital of energy −k²/2 (Hartree units) in the vacuum outside a surface, built from finitely many in-plane plane waves, where the wave with wave vector K has amplitude c_K at z = 0 and decays as exp(−√(k² + |K|²) z). It states that for z ≥ 0 the component of |ψ|² with in-plane wave vector G is at most (∑|c_K|)² exp(−√(4k² + |G|²) z) in absolute value. The amplitudes are arbitrary, so ψ need not be normalised. The proof applies the triangle inequality to the sum over pairs of waves differing by G, and bounds each pair's decay by the slowest rate possible. It then enlarges the sum to all pairs, which adds only nonnegative terms, and factors the result into the square of a single sum.

The failing Lean file:

```lean
import Mathlib

open ComplexConjugate
open scoped Classical

namespace ComponentBound

noncomputable section

variable {V : Type*} [NormedAddCommGroup V] [InnerProductSpace ℝ V]

/-- Decay rate into the vacuum of the plane wave with in-plane wave vector `K`,
for an orbital of energy `-k²/2` in Hartree units. -/
def decay (k : ℝ) (K : V) : ℝ := √(k ^ 2 + ‖K‖ ^ 2)

/-- Density component `G` at height `z`: the sum over all pairs of plane waves of the
orbital whose wave vectors differ by `G`. -/
def densityComponent (k : ℝ) (S : Finset V) (c : V → ℂ) (G : V) (z : ℝ) : ℂ :=
  ∑ p ∈ (S ×ˢ S).filter (fun p => p.2 - p.1 = G),
    conj (c p.1) * c p.2 * ((Real.exp (-(decay k p.1 + decay k p.2) * z) : ℝ) : ℂ)

omit [InnerProductSpace ℝ V] in
/-- The squared decay rate is `k² + |K|²`. -/
theorem decay_sq (k : ℝ) (K : V) : decay k K ^ 2 = k ^ 2 + ‖K‖ ^ 2 :=
  Real.sq_sqrt (by positivity)

/-- The squared decay rate of a pair of waves is `4k² + |G|²` plus an explicit term. -/
theorem pair_decay_sq (k : ℝ) (K G : V) :
    (decay k K + decay k (K + G)) ^ 2 = 4 * k ^ 2 + ‖G‖ ^ 2 +
      2 * (decay k K * decay k (K + G) - (k ^ 2 - inner ℝ (K + G) K)) := by
  have h := norm_sub_sq_real (K + G) K
  rw [add_sub_cancel_left] at h
  linear_combination decay_sq k K + decay_sq k (K + G) - h

/-- Cauchy–Schwarz estimate for the product of two decay rates, with a remainder that measures, for
`k ≠ 0`, how far the two wave vectors are from being opposite. -/
theorem decay_mul_bound (k : ℝ) (K G : V) :
    (k ^ 2 - inner ℝ (K + G) K) ^ 2 + k ^ 2 * ‖K + G + K‖ ^ 2 ≤
      (decay k K * decay k (K + G)) ^ 2 := by
  have hcs : (inner ℝ (K + G) K : ℝ) ^ 2 ≤ (‖K + G‖ * ‖K‖) ^ 2 := by
    apply sq_le_sq.mpr
    rw [abs_of_nonneg (by positivity : 0 ≤ ‖K + G‖ * ‖K‖)]
    exact abs_real_inner_le_norm _ _
  rw [mul_pow, decay_sq, decay_sq, norm_add_sq_real (K + G) K]
  nlinarith [hcs]

/-- No pair of waves differing by `G` decays more slowly than `√(4k² + |G|²)`. -/
theorem pair_decay_ge (k : ℝ) (K G : V) :
    √(4 * k ^ 2 + ‖G‖ ^ 2) ≤ decay k K + decay k (K + G) := by
  have h0 : 0 ≤ decay k K := Real.sqrt_nonneg _
  have h1 : 0 ≤ decay k (K + G) := Real.sqrt_nonneg _
  have h2 : 0 ≤ k ^ 2 * ‖K + G + K‖ ^ 2 := by positivity
  have h3 : (k ^ 2 - inner ℝ (K + G) K) ^ 2 ≤ (decay k K * decay k (K + G)) ^ 2 := by
    linarith [decay_mul_bound k K G]
  have h4 := (le_abs_self _).trans (abs_le_of_sq_le_sq h3 (mul_nonneg h0 h1))
  refine Real.sqrt_le_iff.mpr ⟨add_nonneg h0 h1, ?_⟩
  rw [pair_decay_sq]
  linarith

/-- For `z ≥ 0`, the absolute value of the density component `G` is at most the squared sum of the
amplitudes `|c K|` times `exp (-√(4k² + |G|²) z)`. -/
theorem component_bound (k : ℝ) (S : Finset V) (c : V → ℂ) (G : V) {z : ℝ} (hz : 0 ≤ z) :
    ‖densityComponent k S c G z‖ ≤
      (∑ K ∈ S, ‖c K‖) ^ 2 * Real.exp (-√(4 * k ^ 2 + ‖G‖ ^ 2) * z) := by
  unfold densityComponent
  calc _ ≤ ∑ p ∈ (S ×ˢ S).filter (fun p => p.2 - p.1 = G),
        ‖c p.1‖ * ‖c p.2‖ * Real.exp (-√(4 * k ^ 2 + ‖G‖ ^ 2) * z) := by
        refine (norm_sum_le _ _).trans (Finset.sum_le_sum fun p hp => ?_)
        have h0 : p.2 - p.1 = G := (Finset.mem_filter.mp hp).2
        have h : p.2 = p.1 + G := by rw [← h0]; abel
        have hd : √(4 * k ^ 2 + ‖G‖ ^ 2) ≤ decay k p.1 + decay k p.2 := by
          rw [h]; exact pair_decay_ge k p.1 G
        rw [norm_mul, norm_mul, RCLike.norm_conj, Complex.norm_real,
          Real.norm_of_nonneg (Real.exp_pos _).le]
        refine mul_le_mul_of_nonneg_left (Real.exp_le_exp.mpr ?_) (by positivity)
        linarith [mul_le_mul_of_nonneg_right hd hz]
    _ ≤ ∑ p ∈ S ×ˢ S, ‖c p.1‖ * ‖c p.2‖ * Real.exp (-√(4 * k ^ 2 + ‖G‖ ^ 2) * z) :=
        Finset.sum_le_sum_of_subset_of_nonneg (Finset.filter_subset _ _)
          fun p _ _ => by positivity
    _ = _ := by rw [← Finset.sum_mul, sq, Finset.sum_mul_sum, Finset.sum_product]

end

end ComponentBound
```

The compiler's answer:

```
Main.lean:80:42: error: Tactic `rewrite` failed: Did not find an occurrence of the pattern
  (∑ i ∈ ?s, ?f i) * ∑ j ∈ ?t, ?g j
in the target expression
  (∑ i ∈ S ×ˢ S, ‖c i.1‖ * ‖c i.2‖) * Real.exp (-√(4 * (k * k) + ‖G‖ ^ 2) * z) =
    (∑ K ∈ S, ‖c K‖) ^ 2 * Real.exp (-√(4 * (k * k) + ‖G‖ ^ 2) * z)

V : Type u_1
inst✝¹ : NormedAddCommGroup V
inst✝ : InnerProductSpace ℝ V
k : ℝ
S : Finset V
c : V → ℂ
G : V
z : ℝ
hz : 0 ≤ z
⊢ (∑ i ∈ S ×ˢ S, ‖c i.1‖ * ‖c i.2‖) * Real.exp (-√(4 * (k * k) + ‖G‖ ^ 2) * z) =
    (∑ K ∈ S, ‖c K‖) ^ 2 * Real.exp (-√(4 * (k * k) + ‖G‖ ^ 2) * z)
```

As a diff, the version that Lean accepts:

```diff
@@ -66,4 +66,5 @@
   calc _ ≤ ∑ p ∈ (S ×ˢ S).filter (fun p => p.2 - p.1 = G),
         ‖c p.1‖ * ‖c p.2‖ * Real.exp (-√(4 * k ^ 2 + ‖G‖ ^ 2) * z) := by
+        -- each pair decays at least as fast as the slowest possible one
         refine (norm_sum_le _ _).trans (Finset.sum_le_sum fun p hp => ?_)
         have h0 : p.2 - p.1 = G := (Finset.mem_filter.mp hp).2
@@ -78,5 +79,6 @@
         Finset.sum_le_sum_of_subset_of_nonneg (Finset.filter_subset _ _)
           fun p _ _ => by positivity
-    _ = _ := by rw [← Finset.sum_mul, sq, Finset.sum_mul_sum, Finset.sum_product]
+    _ = _ := by
+        rw [← Finset.sum_mul, sq (∑ K ∈ S, ‖c K‖), Finset.sum_mul_sum, Finset.sum_product]
 
 end
```

What went wrong. The error is in the last step, which has to show that the sum over all pairs equals the squared sum times the exponential. The rewrite `sq` turns `a ^ 2` into `a * a`, but it was given no argument, so Lean was free to choose `a`. It chose `k`, and the goal in the message accordingly has `k * k` inside both square roots, while `(∑ K ∈ S, ‖c K‖) ^ 2` is still a power. The next rewrite, `Finset.sum_mul_sum`, needs a product of two sums, and there is none, so it fails.

The repair writes `sq (∑ K ∈ S, ‖c K‖)`, which names the square to be expanded. `Finset.sum_mul_sum` then finds its product and makes it a double sum, and `Finset.sum_product` brings the sum over pairs on the left to the same form, which closes the goal. The added comment and the line break after `by` are mere tidying.
